# Bounds on the positive-energy eigenvalue of a free Dirac matrix with incomplete momentum coupling

A four-component relativistic calculation in a finite basis begins by choosing small-component basis functions to accompany the large-component ones. Both kinds of function are two-component spinors. Kinetic balance is the rule that the span of the small basis should contain \((\boldsymbol\sigma\cdot\hat{\mathbf p})\phi\) for each large function \(\phi\), where \(\boldsymbol\sigma\) are the Pauli matrices and \(\hat{\mathbf p}\) is the momentum operator. For a free particle with a single large function, the results below bound the kinetic energy lost when the rule is broken; potentials and bound states are not treated.

In Lean 4 with Mathlib:

```lean
import Mathlib

open Matrix Filter Topology

namespace PartialKineticBalance

noncomputable section
```

## The matrix and its eigenvalues

Set \(m=\hbar=1\), let \(c\) be the speed of light and subtract the rest energy \(c^2\). With normalised \(\phi\) (index 0), a normalised small function \(\chi\) (index 1) and the coupling \(d=\langle\chi|\boldsymbol\sigma\cdot\hat{\mathbf p}|\phi\rangle\), taken real, the Hamiltonian is
\[ H=\begin{pmatrix}0 & cd\\ cd & -2c^2\end{pmatrix}. \]

```lean
/-- Free Dirac matrix in a basis of one large and one small function, with momentum
coupling `d`, speed of light `c` and the rest energy subtracted. -/
def dirac2 (c d : ℝ) : Matrix (Fin 2) (Fin 2) ℝ := !![0, c * d; c * d, -2 * c ^ 2]
```

An orthonormal set of small functions with couplings \(d_i\) gives one extra row and column per function. The index `none` is the large function and `some i` the \(i\)-th small one. Orthonormality is built into the form of the matrix, since no overlap matrix appears.

```lean
/-- Free Dirac matrix with one large function (index `none`) and an orthonormal set of small
functions (indices `some i`) with momentum couplings `d i`. -/
def diracBasis {n : Type*} [DecidableEq n] (c : ℝ) (d : n → ℝ) :
    Matrix (Option n) (Option n) ℝ :=
  Matrix.of fun i j => match i, j with
    | none, none => 0
    | none, some j => c * d j
    | some i, none => c * d i
    | some i, some j => if i = j then -2 * c ^ 2 else 0
```

A real \(\mu\) is an eigenvalue if \(Av=\mu v\) for some real \(v\neq0\).

```lean
/-- The set of real eigenvalues of a real square matrix. -/
def eigenvalues {m : Type*} [Fintype m] (A : Matrix m m ℝ) : Set ℝ :=
  {μ | ∃ v : m → ℝ, v ≠ 0 ∧ A *ᵥ v = μ • v}
```

The candidate for the positive-energy eigenvalue is \(E(d)=c\sqrt{c^2+d^2}-c^2\), abbreviated \(E\).

```lean
/-- The positive-energy branch `c √(c² + d²) - c²`. -/
def upper (c d : ℝ) : ℝ := c * Real.sqrt (c ^ 2 + d ^ 2) - c ^ 2
```

## The secular equation

Let \(c>0\). Since \(\sqrt{c^2+d^2}\ge c\), we have \(E\ge0\), and squaring \(E+c^2\) gives
\[ E(E+2c^2)=c^2d^2 . \]
For another root \(\mu\), subtraction gives \((\mu-E)(\mu+E+2c^2)=0\). If \(\mu>E\), both factors are positive, which is the contradiction set up by `mul_pos`. Hence \(E\) is the largest root.

```lean
/-- For `c > 0` the positive-energy branch is nonnegative, solves the secular equation
`E (E + 2c²) = c² d²`, and is its largest root. -/
theorem upper_secular {c : ℝ} (hc : 0 < c) (d : ℝ) :
    0 ≤ upper c d ∧ upper c d * (upper c d + 2 * c ^ 2) = c ^ 2 * d ^ 2 ∧
      ∀ μ : ℝ, μ * (μ + 2 * c ^ 2) = c ^ 2 * d ^ 2 → μ ≤ upper c d := by
  have hs : Real.sqrt (c ^ 2 + d ^ 2) ^ 2 = c ^ 2 + d ^ 2 := Real.sq_sqrt (by positivity)
  have hcs : c ≤ Real.sqrt (c ^ 2 + d ^ 2) :=
    (Real.le_sqrt' hc).2 (by nlinarith [sq_nonneg d])
  have h0 : 0 ≤ upper c d := by
    unfold upper
    nlinarith [mul_le_mul_of_nonneg_left hcs hc.le]
  have h1 : upper c d * (upper c d + 2 * c ^ 2) = c ^ 2 * d ^ 2 := by
    unfold upper
    linear_combination c ^ 2 * hs
  refine ⟨h0, h1, fun μ hμ => ?_⟩
  by_contra hlt
  have hlt' : upper c d < μ := not_le.1 hlt
  have hc2 : 0 < c ^ 2 := by positivity
  have := mul_pos (sub_pos.2 hlt') (by linarith : 0 < μ + upper c d + 2 * c ^ 2)
  nlinarith
```

## Bounds by iteration

Put \(T=d^2/2\). The secular equation reads \(T-E=E^2/(2c^2)\), so \(E\le T\) (`hup`). With \(0\le E\le T\) it follows that \(T-E\le T^2/(2c^2)=d^4/(8c^2)\). Using the identity twice,
\[ \frac{d^4}{8}-c^2(T-E)=\frac{T^2-E^2}{2}=\frac{E^2(T+E)}{4c^2}\le\frac{T^3}{2c^2}=\frac{d^6}{16c^2}. \]
The equality, multiplied by \(c^2\), is `k`, and dividing the chain by \(c^2\) gives \(E\le d^2/2-d^4/(8c^2)+d^6/(16c^4)\).

```lean
/-- For `c > 0` the positive-energy branch lies between `d²/2 - d⁴/(8c²)` and `d²/2`, and
below `d²/2 - d⁴/(8c²) + d⁶/(16c⁴)`. -/
theorem upper_bounds {c : ℝ} (hc : 0 < c) (d : ℝ) :
    d ^ 2 / 2 - d ^ 4 / (8 * c ^ 2) ≤ upper c d ∧ upper c d ≤ d ^ 2 / 2 ∧
      upper c d ≤ d ^ 2 / 2 - d ^ 4 / (8 * c ^ 2) + d ^ 6 / (16 * c ^ 4) := by
  obtain ⟨h0, h, -⟩ := upper_secular hc d
  generalize upper c d = E at h0 h ⊢
  have hc2 : 0 < 2 * c ^ 2 := by positivity
  -- the secular equation reads `E = d²/2 - E²/(2c²)`
  have hup : E ≤ d ^ 2 / 2 :=
    le_of_mul_le_mul_left (by nlinarith [sq_nonneg E]) hc2
  have hE2 : E ^ 2 ≤ (d ^ 2 / 2) ^ 2 := pow_le_pow_left₀ h0 hup 2
  refine ⟨?_, hup, ?_⟩
  · have : d ^ 2 / 2 - E ≤ d ^ 4 / (8 * c ^ 2) := by
      rw [le_div_iff₀ (by positivity)]
      nlinarith
    linarith
  · -- second iteration of the same identity
    have k : c ^ 2 * (d ^ 4 / 8 - c ^ 2 * (d ^ 2 / 2 - E)) = E ^ 2 * (d ^ 2 / 2 + E) / 4 := by
      linear_combination (c ^ 2 / 2 - (d ^ 2 / 2 + E) / 4) * h
    have k2 : E ^ 2 * (d ^ 2 / 2 + E) ≤ (d ^ 2 / 2) ^ 2 * (d ^ 2 / 2 + d ^ 2 / 2) :=
      mul_le_mul hE2 (by linarith) (by positivity) (by positivity)
    have k3 : 0 ≤ d ^ 6 / 16 - c ^ 2 * (d ^ 4 / 8 - c ^ 2 * (d ^ 2 / 2 - E)) := by
      rw [k]
      nlinarith
    have k4 : d ^ 2 / 2 - d ^ 4 / (8 * c ^ 2) + d ^ 6 / (16 * c ^ 4) - E =
        (d ^ 6 / 16 - c ^ 2 * (d ^ 4 / 8 - c ^ 2 * (d ^ 2 / 2 - E))) / c ^ 4 := by
      field_simp
      ring
    have k5 := div_nonneg k3 (by positivity : (0 : ℝ) ≤ c ^ 4)
    linarith
```

## Eliminating the small component

The equation \(Hv=\mu v\) has two rows (`key`):
\[ (a)\quad cd\,v_1=\mu v_0,\qquad (b)\quad cd\,v_0-2c^2v_1=\mu v_1 . \]
The vector \((E+2c^2,\,cd)\) solves both with \(\mu=E\); its normalised form is obtained by dividing by \(\sqrt{2(E+c^2)(E+2c^2)}\). Conversely, take any eigenvalue \(\mu\). If \(\mu=-2c^2\), then \(\mu<0\le E\). Otherwise \(v_0\neq0\), because \(v_0=0\) would force \(v_1=0\) through (b). Substituting \(v_1=cd\,v_0/(\mu+2c^2)\) in (a) gives \(\mu(\mu+2c^2)v_0=c^2d^2v_0\), so \(\mu\) is a root and \(\mu\le E\).

The theorem states, for \(c>0\) and real \(d\), that \(E\) is an eigenvalue not exceeded by any other (`IsGreatest`), and that \(d^2/2-d^4/(8c^2)\le E\le d^2/2\).

```lean
/-- For `c > 0` the upper eigenvalue `E` of the two-by-two Dirac matrix is the positive-energy
branch, and `d²/2 - d⁴/(8c²) ≤ E ≤ d²/2`. -/
theorem dirac2_upper_eigenvalue {c : ℝ} (hc : 0 < c) (d : ℝ) :
    IsGreatest (eigenvalues (dirac2 c d)) (upper c d) ∧
      d ^ 2 / 2 - d ^ 4 / (8 * c ^ 2) ≤ upper c d ∧ upper c d ≤ d ^ 2 / 2 := by
  refine ⟨?_, (upper_bounds hc d).1, (upper_bounds hc d).2.1⟩
  obtain ⟨h0, h, hmax⟩ := upper_secular hc d
  have hc2 : 0 < c ^ 2 := by positivity
  have key : ∀ (v : Fin 2 → ℝ) (μ : ℝ), dirac2 c d *ᵥ v = μ • v ↔
      c * d * v 1 = μ * v 0 ∧ c * d * v 0 - 2 * c ^ 2 * v 1 = μ * v 1 := by
    intro v μ
    have e0 : (dirac2 c d *ᵥ v) 0 = c * d * v 1 := by
      simp [dirac2, mulVec, dotProduct, Fin.sum_univ_two]
    have e1 : (dirac2 c d *ᵥ v) 1 = c * d * v 0 - 2 * c ^ 2 * v 1 := by
      simp [dirac2, mulVec, dotProduct, Fin.sum_univ_two]
      ring
    rw [funext_iff, Fin.forall_fin_two, e0, e1]
    simp only [Pi.smul_apply, smul_eq_mul]
  constructor
  · refine ⟨![upper c d + 2 * c ^ 2, c * d], fun hz => ?_, (key _ _).2 ⟨?_, ?_⟩⟩
    · have : upper c d + 2 * c ^ 2 = 0 := congrFun hz 0
      linarith
    · show c * d * (c * d) = upper c d * (upper c d + 2 * c ^ 2)
      linear_combination -h
    · show c * d * (upper c d + 2 * c ^ 2) - 2 * c ^ 2 * (c * d) = upper c d * (c * d)
      ring
  · rintro μ ⟨v, hv, hev⟩
    obtain ⟨a, b⟩ := (key v μ).1 hev
    by_cases hμ : μ + 2 * c ^ 2 = 0
    · linarith
    -- away from `-2c²` the small component can be eliminated
    have hv0 : v 0 ≠ 0 := by
      intro hz
      have h1 : (μ + 2 * c ^ 2) * v 1 = 0 := by linear_combination -b + c * d * hz
      have h2 : v 1 = 0 := (mul_eq_zero.1 h1).resolve_left hμ
      exact hv (funext (Fin.forall_fin_two.2 ⟨hz, h2⟩))
    exact hmax μ (mul_right_cancel₀ hv0
      (by linear_combination -(μ + 2 * c ^ 2) * a - c * d * b))
```

The elimination rests on `linear_combination`. Given equations with coefficients, this tactic subtracts their combination from the goal and checks by ring normalisation that the remainder vanishes. In the last line the coefficients are \(-(\mu+2c^2)\) for (a) and \(-cd\) for (b): the \(v_1\) terms cancel and the secular equation times \(v_0\) remains. Nothing is divided by \(\mu+2c^2\), and `mul_right_cancel₀` removes \(v_0\).

The sign of \(c\) matters although the spectrum depends only on \(c^2\). For the unphysical value \(c=-1\) with \(d=0\) the matrix has eigenvalues \(0\) and \(-2\), while the formula gives \(E=-2\), the lower one, and the lower bound would read \(0\le-2\).

## Any finite small basis

Let \(v_L\) be `v none`, \(v_i\) be `v (some i)` and \(S=\sum_i d_i^2\). The rows are \(\sum_i cd_iv_i=\mu v_L\) and \((\mu+2c^2)v_i=cd_iv_L\). Multiplying the latter by \(cd_i\) and summing gives \((\mu+2c^2)\sum_i cd_iv_i=c^2Sv_L\) (`k`), and inserting the first row gives \(\mu(\mu+2c^2)v_L=c^2Sv_L\). As before, \(\mu=-2c^2\) lies below \(E\), and otherwise \(v_L\neq0\), since \(v_L=0\) would force every \(v_i=0\); cancelling \(v_L\) leaves the secular equation with \(d^2\) replaced by \(S\). The eigenvector has components \(E+2c^2\) and \(cd_i\), with \(E=E(\sqrt S)\) and the same normalisation. Thus, for \(c>0\), the greatest eigenvalue is \(E(\sqrt S)\), between \(S/2-S^2/(8c^2)\) and \(S/2\). An empty small basis is allowed: the matrix is the single entry \(0\), and \(S=E=0\).

```lean
/-- With any finite orthonormal small-component basis and `S = ∑ dᵢ²`, the greatest eigenvalue
is the positive-energy branch at coupling `√S` and lies between `S/2 - S²/(8c²)` and `S/2`. -/
theorem diracBasis_upper_eigenvalue {n : Type*} [Fintype n] [DecidableEq n] {c : ℝ}
    (hc : 0 < c) (d : n → ℝ) :
    IsGreatest (eigenvalues (diracBasis c d)) (upper c (Real.sqrt (∑ i, d i ^ 2))) ∧
      (∑ i, d i ^ 2) / 2 - (∑ i, d i ^ 2) ^ 2 / (8 * c ^ 2)
        ≤ upper c (Real.sqrt (∑ i, d i ^ 2)) ∧
      upper c (Real.sqrt (∑ i, d i ^ 2)) ≤ (∑ i, d i ^ 2) / 2 := by
  have hS : Real.sqrt (∑ i, d i ^ 2) ^ 2 = ∑ i, d i ^ 2 := Real.sq_sqrt (by positivity)
  have hS4 : Real.sqrt (∑ i, d i ^ 2) ^ 4 = (∑ i, d i ^ 2) ^ 2 := by
    rw [show (4 : ℕ) = 2 * 2 from rfl, pow_mul, hS]
  obtain ⟨h0, h, hmax⟩ := upper_secular hc (Real.sqrt (∑ i, d i ^ 2))
  obtain ⟨hl, hu, -⟩ := upper_bounds hc (Real.sqrt (∑ i, d i ^ 2))
  rw [hS4] at hl
  rw [hS] at h hmax hl hu
  refine ⟨?_, hl, hu⟩
  generalize upper c (Real.sqrt (∑ i, d i ^ 2)) = E at h0 h hmax ⊢
  have hc2 : 0 < c ^ 2 := by positivity
  have e0 : ∀ v : Option n → ℝ, (diracBasis c d *ᵥ v) none = ∑ j, c * d j * v (some j) := by
    intro v
    simp [diracBasis, mulVec, dotProduct, Fintype.sum_option]
  have e1 : ∀ (v : Option n → ℝ) (i : n),
      (diracBasis c d *ᵥ v) (some i) = c * d i * v none - 2 * c ^ 2 * v (some i) := by
    intro v i
    simp [diracBasis, mulVec, dotProduct, Fintype.sum_option]
    ring
  constructor
  · refine ⟨fun o => o.elim (E + 2 * c ^ 2) fun i => c * d i, fun hz => ?_, ?_⟩
    · have : E + 2 * c ^ 2 = 0 := congrFun hz none
      linarith
    · funext o
      cases o with
      | none =>
        rw [e0]
        show ∑ j, c * d j * (c * d j) = E * (E + 2 * c ^ 2)
        rw [h, Finset.mul_sum]
        exact Finset.sum_congr rfl fun j _ => by ring
      | some i =>
        rw [e1]
        show c * d i * (E + 2 * c ^ 2) - 2 * c ^ 2 * (c * d i) = E * (c * d i)
        ring
  · rintro μ ⟨v, hv, hev⟩
    have a : ∑ j, c * d j * v (some j) = μ * v none := (e0 v).symm.trans (congrFun hev none)
    have b : ∀ i, c * d i * v none - 2 * c ^ 2 * v (some i) = μ * v (some i) :=
      fun i => (e1 v i).symm.trans (congrFun hev (some i))
    by_cases hμ : μ + 2 * c ^ 2 = 0
    · linarith
    have hv0 : v none ≠ 0 := by
      intro hz
      refine hv (funext fun o => ?_)
      cases o with
      | none => exact hz
      | some i =>
        have h1 : (μ + 2 * c ^ 2) * v (some i) = 0 := by
          linear_combination -(b i) + c * d i * hz
        exact (mul_eq_zero.1 h1).resolve_left hμ
    -- eliminate all small components at once
    have k : (μ + 2 * c ^ 2) * ∑ j, c * d j * v (some j) = c ^ 2 * (∑ i, d i ^ 2) * v none := by
      simp only [Finset.mul_sum, Finset.sum_mul]
      exact Finset.sum_congr rfl fun j _ => by linear_combination -(c * d j) * b j
    exact hmax μ (mul_right_cancel₀ hv0 (by linear_combination k - (μ + 2 * c ^ 2) * a))
```

## The constant 1/8 is sharp

The first and third bounds enclose the scaled deviation,
\[ \frac{d^4}{8}-\frac{d^6}{16c^2}\le c^2\Big(\frac{d^2}{2}-E\Big)\le\frac{d^4}{8}, \]
so it tends to \(d^4/8\) as \(c\to\infty\), and for \(d\neq0\) no smaller constant can serve in a lower bound of this form that is to hold for all \(c>0\). The proof is this squeeze, with `eventually_gt_atTop 0` supplying \(c>0\).

```lean
/-- The scaled deviation `c² (d²/2 - E)` of the positive-energy branch tends to `d⁴/8`
as `c → ∞`. -/
theorem scaled_deviation_tendsto (d : ℝ) :
    Tendsto (fun c => c ^ 2 * (d ^ 2 / 2 - upper c d)) atTop (𝓝 (d ^ 4 / 8)) := by
  have h1 : Tendsto (fun c : ℝ => (c ^ 2)⁻¹) atTop (𝓝 0) :=
    tendsto_inv_atTop_zero.comp (tendsto_pow_atTop two_ne_zero)
  have h2 : Tendsto (fun c : ℝ => d ^ 4 / 8 - d ^ 6 / 16 * (c ^ 2)⁻¹) atTop
      (𝓝 (d ^ 4 / 8 - d ^ 6 / 16 * 0)) := (h1.const_mul _).const_sub _
  rw [mul_zero, sub_zero] at h2
  refine tendsto_of_tendsto_of_tendsto_of_le_of_le' h2 tendsto_const_nhds ?_ ?_
  · filter_upwards [eventually_gt_atTop 0] with c hc
    calc d ^ 4 / 8 - d ^ 6 / 16 * (c ^ 2)⁻¹
        = c ^ 2 * (d ^ 4 / (8 * c ^ 2) - d ^ 6 / (16 * c ^ 4)) := by field_simp
      _ ≤ c ^ 2 * (d ^ 2 / 2 - upper c d) :=
        mul_le_mul_of_nonneg_left (by linarith [(upper_bounds hc d).2.2]) (sq_nonneg c)
  · filter_upwards [eventually_gt_atTop 0] with c hc
    calc c ^ 2 * (d ^ 2 / 2 - upper c d) ≤ c ^ 2 * (d ^ 4 / (8 * c ^ 2)) :=
        mul_le_mul_of_nonneg_left (by linarith [(upper_bounds hc d).1]) (sq_nonneg c)
      _ = d ^ 4 / 8 := by field_simp
```

## Partial coupling

Let \(p^2=\langle\phi|\hat{\mathbf p}^2|\phi\rangle\), the squared norm of \((\boldsymbol\sigma\cdot\hat{\mathbf p})\phi\), so that \(p^2/2\) is the non-relativistic kinetic energy. The hypothesis \(|d|<|p|\) stands for a small basis whose span misses part of that function, with \(d=\sqrt S\) for several small functions; the balanced choice corresponds to \(|d|=|p|\). Note that \(p^4\) below means \(\langle\phi|\hat{\mathbf p}^2|\phi\rangle^2\), which is at most the \(\langle\phi|\hat{\mathbf p}^4|\phi\rangle\) of the usual mass–velocity correction \(-\langle\phi|\hat{\mathbf p}^4|\phi\rangle/(8c^2)\). In the theorems \(d\) and \(p\) are plain real numbers and the inequality is assumed, so this reading through basis functions, like the counter-examples given for \(c<0\) above and for \(|d|=|p|\) below, is commentary and not a machine-checked statement.

For every \(c>0\), monotonicity of the square root gives \(E(d)<E(p)\). From \(E(d)\le d^2/2\),
\[ \frac{p^2}{2}-E(d)\ge\frac{p^2-d^2}{2}>0, \]
and the lower bound for \(E(p)\) gives \(E(p)-E(d)\ge(p^2-d^2)/2-p^4/(8c^2)\).

```lean
/-- A partial coupling `|d| < |p|` gives, for every `c > 0`, an energy below that of the full
coupling, at least `(p² - d²)/2 > 0` below `p²/2`, and at least `(p² - d²)/2 - p⁴/(8c²)` below
the full-coupling energy. -/
theorem partial_coupling_gap {c d p : ℝ} (hc : 0 < c) (h : |d| < |p|) :
    upper c d < upper c p ∧ 0 < (p ^ 2 - d ^ 2) / 2 ∧
      (p ^ 2 - d ^ 2) / 2 ≤ p ^ 2 / 2 - upper c d ∧
      (p ^ 2 - d ^ 2) / 2 - p ^ 4 / (8 * c ^ 2) ≤ upper c p - upper c d := by
  have h2 : d ^ 2 < p ^ 2 := sq_lt_sq.2 h
  have hd := (upper_bounds hc d).2.1
  have hp := (upper_bounds hc p).1
  refine ⟨?_, by linarith, by linarith, by linarith⟩
  have hs : Real.sqrt (c ^ 2 + d ^ 2) < Real.sqrt (c ^ 2 + p ^ 2) :=
    Real.sqrt_lt_sqrt (by positivity) (by linarith)
  unfold upper
  linarith [mul_lt_mul_of_pos_left hs hc]
```

If \(E(d)\) tends to a number \(L\) as \(c\to\infty\), the bound passes to the limit by `le_of_tendsto`, and \(L\le d^2/2<p^2/2\). Convergence is the hypothesis `hL`, and the value of \(L\) is not part of the statement; the bounds \(d^2/2-d^4/(8c^2)\le E(d)\le d^2/2\) show that the limit exists and equals \(d^2/2\). Strictness of \(|d|<|p|\) is needed: in the balanced case \(|d|=|p|\) the bounds \(p^2/2-p^4/(8c^2)\le E\le p^2/2\) give \(L=p^2/2\).

```lean
/-- With a partial coupling `|d| < |p|`, a limit of the positive-energy branch as `c → ∞`
lies strictly below the kinetic energy `p²/2`. -/
theorem partial_coupling_limit_lt {d p L : ℝ} (h : |d| < |p|)
    (hL : Tendsto (fun c => upper c d) atTop (𝓝 L)) : L < p ^ 2 / 2 := by
  have h2 : d ^ 2 < p ^ 2 := sq_lt_sq.2 h
  have : L ≤ d ^ 2 / 2 := by
    refine le_of_tendsto hL ?_
    filter_upwards [eventually_gt_atTop 0] with c hc
    exact (upper_bounds hc d).2.1
  linarith

end

end PartialKineticBalance
```

```lean
#print axioms PartialKineticBalance.dirac2_upper_eigenvalue
-- 'PartialKineticBalance.dirac2_upper_eigenvalue' depends on axioms: [propext, Classical.choice, Quot.sound]
#print axioms PartialKineticBalance.scaled_deviation_tendsto
-- 'PartialKineticBalance.scaled_deviation_tendsto' depends on axioms: [propext, Classical.choice, Quot.sound]
#print axioms PartialKineticBalance.partial_coupling_gap
-- 'PartialKineticBalance.partial_coupling_gap' depends on axioms: [propext, Classical.choice, Quot.sound]
#print axioms PartialKineticBalance.partial_coupling_limit_lt
-- 'PartialKineticBalance.partial_coupling_limit_lt' depends on axioms: [propext, Classical.choice, Quot.sound]
```
